# The Wronskian of a regular radial wave and its energy derivative is −∫u²

## Radial waves and their energy derivatives

Let r be the distance from the centre of a sphere of radius s, and let u(r) be r times the radial wave function for one angular momentum ℓ. A prime means d/dr. In units with ħ²/2m = 1, the radial equation at energy E is

u″ = (W − E)u, u(0) = 0,

where W(r) is the spherical potential plus the centrifugal term ℓ(ℓ+1)/r². Differentiating with respect to E at fixed r gives the equation for v = ∂u/∂E:

v″ = (W − E)v − u, v(0) = 0.

These conditions determine v only up to an added multiple of u. This is the freedom to rescale u by an energy-dependent factor: multiplying the solution at energy ε by 1 + c(ε − E) leaves u unchanged at ε = E and turns v into v + cu.

The Wronskian is taken with the sign

w(r) = u(r)v′(r) − u′(r)v(r).

Linear muffin-tin orbitals use u/r and v/r, times spherical harmonics, as the basis inside each sphere. The results below concern one angular momentum channel in a given spherical potential, where w(s) is the determinant for matching value and slope at the boundary.

## What is assumed and what follows

The predicate `IsRadialSolution W E s f u u'` says that u vanishes at the origin, that u and its slope are continuous on [0, s], and that u″ = (W − E)u − f at every point of (0, s). The source f is 0 for u and u itself for v. The slope `u'` is a separate function, tied to u by `value_deriv`.

Under these two hypotheses, `wronskian_eq_neg_integral` states that for every r in [0, s]

w(r) = −∫₀ʳ u(x)² dx.

If also ∫₀ˢ u² dx = 1, then w(s) = −1. With or without this normalization, replacing v by v + cu changes neither the equation for v nor w.

W may be singular at the origin, as the centrifugal term is, because the equation is required only for 0 < r < s. It is required at every such r, however, so a potential with a step inside the sphere is not covered for nonzero u. The functions are real, and the solutions are given rather than constructed from W. Nor do the hypotheses say that v comes from a family of solutions in E: any v that solves its equation and meets the boundary and continuity conditions will do.

## Integrating outward from the origin

By the product rule, the terms u′v′ cancel:

w′ = uv″ − u″v
= u[(W − E)v − u] − (W − E)uv
= −u².

Since u(0) = v(0) = 0, also w(0) = 0. Integrating from 0 to r gives the identity, and r = s with normalized u gives −1.

For v + cu, the source remains u because cu solves the equation without a source. The Wronskian changes by

c(uu′ − u′u) = 0.

One choice of c makes the new function orthogonal to u. For normalized u,

∫₀ˢ u(v + cu) dx = ∫₀ˢ uv dx + c,

which vanishes exactly when c = −∫₀ˢ uv dx.

At r = 0 both sides of the identity are zero. For an s wave with u ≈ kr near the origin, where k is the initial slope, the integral gives w(r) ≈ −k²r³/3.

## Matching at the sphere boundary

Suppose Au + Bv must have value a and slope b at s:

Au(s) + Bv(s) = a
Au′(s) + Bv′(s) = b.

Multiply the first equation by v′(s), the second by v(s), and subtract; this gives Aw(s) = av′(s) − bv(s). Eliminating A in the same way gives Bw(s) = bu(s) − au′(s). With w(s) = −1,

A = bv(s) − av′(s), B = au′(s) − bu(s).

This is the augmentation step, with a and b taken from r times the radial part of the envelope function.

The same Wronskian fixes how the logarithmic derivative varies with energy. Let U(ε) and U′(ε) be the boundary value and boundary slope at energy ε; here the prime still refers to r. If their energy derivatives at E are v(s) and v′(s), and u(s) ≠ 0, the quotient rule gives

d(U′/U)/dε = [u(s)v′(s) − u′(s)v(s)]/u(s)² = −∫₀ˢ u² dx / u(s)²

at ε = E, without normalization. Those two energy derivatives are hypotheses of `logDerivative_hasDerivAt`; differentiability of the solutions in energy is not derived. For the radial function u/r the logarithmic derivative is U′/U − 1/s, which has the same energy derivative; definitions with an extra factor s multiply that derivative by s.

## A free s wave in a sphere of radius π/2

For W = 0 and E = 1, take

u = √(4/π) sin r, v = √(4/π) r cos r / 2.

The function v is the energy derivative of √(4/π) sin(√ε r) at ε = 1. Since ∫ sin² r dr over [0, π/2] is π/4, u is normalized. At the boundary u′ = 0 and v′ = −√(4/π) π/4, so w = −(4/π)(π/4) = −1, as it should be.

In Lean 4 with Mathlib:

```lean
import Mathlib

open Set MeasureTheory

namespace LinearMuffinTinOrbitals

/-- A radial function `u` with slope `u'` that vanishes at the origin and solves
`u'' = (W - E) u - f` inside a sphere of radius `s`, with value and slope continuous up to
the ends of `[0, s]`. -/
structure IsRadialSolution (W : ℝ → ℝ) (E s : ℝ) (f u u' : ℝ → ℝ) : Prop where
  origin : u 0 = 0
  value_cont : ContinuousOn u (Icc 0 s)
  slope_cont : ContinuousOn u' (Icc 0 s)
  value_deriv : ∀ r ∈ Ioo 0 s, HasDerivAt u (u' r) r
  slope_deriv : ∀ r ∈ Ioo 0 s, HasDerivAt u' ((W r - E) * u r - f r) r

/-- The Wronskian `u v' - u' v` of two radial functions with slopes `u'` and `v'`. -/
def wronskian (u u' v v' : ℝ → ℝ) : ℝ → ℝ := fun r => u r * v' r - u' r * v r

variable {W u u' v v' : ℝ → ℝ} {E s : ℝ}

/-- Inside the sphere the Wronskian of `u` and a solution `v` of the energy-derivative equation `v''
= (W - E) v - u` changes at the rate `-u²`. -/
theorem wronskian_hasDerivAt (hu : IsRadialSolution W E s (fun _ => 0) u u')
    (hv : IsRadialSolution W E s u v v') {r : ℝ} (hr : r ∈ Ioo 0 s) :
    HasDerivAt (wronskian u u' v v') (-(u r) ^ 2) r := by
  have h := ((hu.value_deriv r hr).fun_mul (hv.slope_deriv r hr)).fun_sub
    ((hu.slope_deriv r hr).fun_mul (hv.value_deriv r hr))
  -- the potential terms cancel, only the source of `v` survives
  exact h.congr_deriv (by ring)

/-- The Wronskian of `u` and a solution `v` of the energy-derivative equation `v'' = (W - E) v - u`
with `v 0 = 0` is, at radius `r`, minus the integral of `u²` from the origin to `r`. -/
theorem wronskian_eq_neg_integral (hu : IsRadialSolution W E s (fun _ => 0) u u')
    (hv : IsRadialSolution W E s u v v') {r : ℝ} (hr : r ∈ Icc 0 s) :
    wronskian u u' v v' r = -(∫ x in (0 : ℝ)..r, u x ^ 2) := by
  have sub : Icc 0 r ⊆ Icc 0 s := Icc_subset_Icc_right hr.2
  have hcont : ContinuousOn (wronskian u u' v v') (Icc 0 r) :=
    ((hu.value_cont.mul hv.slope_cont).sub (hu.slope_cont.mul hv.value_cont)).mono sub
  have hint : IntervalIntegrable (fun x => -(u x) ^ 2) volume 0 r :=
    ContinuousOn.intervalIntegrable_of_Icc hr.1 (((hu.value_cont.mono sub).pow 2).neg)
  have ftc := intervalIntegral.integral_eq_sub_of_hasDerivAt_of_le hr.1 hcont
    (fun x hx => wronskian_hasDerivAt hu hv ⟨hx.1, hx.2.trans_le hr.2⟩) hint
  rw [intervalIntegral.integral_neg] at ftc
  -- both functions vanish at the origin, and so does the Wronskian
  have h0 : wronskian u u' v v' 0 = 0 := by simp [wronskian, hu.origin, hv.origin]
  linarith

/-- If `u` is normalized in the sphere, its Wronskian with a solution `v` of the energy-derivative
equation `v'' = (W - E) v - u` with `v 0 = 0` is `-1` at the sphere boundary. -/
theorem wronskian_boundary (hs : 0 ≤ s) (hu : IsRadialSolution W E s (fun _ => 0) u u')
    (hv : IsRadialSolution W E s u v v') (hn : ∫ x in (0 : ℝ)..s, u x ^ 2 = 1) :
    wronskian u u' v v' s = -1 := by
  rw [wronskian_eq_neg_integral hu hv (right_mem_Icc.2 hs), hn]

/-- Adding a multiple of `u` to `v` gives another solution of the energy-derivative
equation, with the same Wronskian with `u` at every radius. -/
theorem add_multiple (hu : IsRadialSolution W E s (fun _ => 0) u u')
    (hv : IsRadialSolution W E s u v v') (c : ℝ) :
    IsRadialSolution W E s u (fun r => v r + c * u r) (fun r => v' r + c * u' r) ∧
      ∀ r, wronskian u u' (fun r => v r + c * u r) (fun r => v' r + c * u' r) r =
        wronskian u u' v v' r := by
  refine ⟨⟨?_, ?_, ?_, ?_, ?_⟩, ?_⟩
  · simp [hu.origin, hv.origin]
  · exact hv.value_cont.add (continuousOn_const.mul hu.value_cont)
  · exact hv.slope_cont.add (continuousOn_const.mul hu.slope_cont)
  · intro r hr
    exact (hv.value_deriv r hr).fun_add ((hu.value_deriv r hr).const_mul c)
  · intro r hr
    exact ((hv.slope_deriv r hr).fun_add ((hu.slope_deriv r hr).const_mul c)).congr_deriv
      (by ring)
  · intro r
    simp only [wronskian]
    ring

/-- For normalized `u`, the function `v + c u` is orthogonal to `u` in the sphere exactly
when `c` is minus the overlap of `u` and `v`. -/
theorem orthogonal_iff (hs : 0 ≤ s) (hu : IsRadialSolution W E s (fun _ => 0) u u')
    (hv : IsRadialSolution W E s u v v') (hn : ∫ x in (0 : ℝ)..s, u x ^ 2 = 1) (c : ℝ) :
    ∫ x in (0 : ℝ)..s, u x * (v x + c * u x) = 0 ↔
      c = -(∫ x in (0 : ℝ)..s, u x * v x) := by
  have h1 : IntervalIntegrable (fun x => u x * v x) volume 0 s :=
    ContinuousOn.intervalIntegrable_of_Icc hs (hu.value_cont.mul hv.value_cont)
  have h2 : IntervalIntegrable (fun x => c * u x ^ 2) volume 0 s :=
    ContinuousOn.intervalIntegrable_of_Icc hs (continuousOn_const.mul (hu.value_cont.pow 2))
  have hf : (fun x => u x * (v x + c * u x)) = fun x => u x * v x + c * u x ^ 2 := by
    funext x
    ring
  rw [hf, intervalIntegral.integral_add h1 h2, intervalIntegral.integral_const_mul, hn]
  constructor <;> intro h <;> linarith

/-- Augmentation: for normalized `u` and a solution `v` of the energy-derivative equation with `v 0
= 0`, the combination `A u + B v` has value `a` and slope `b` at the sphere boundary exactly for the
stated coefficients `A` and `B`. -/
theorem augmentation_iff (hs : 0 ≤ s) (hu : IsRadialSolution W E s (fun _ => 0) u u')
    (hv : IsRadialSolution W E s u v v') (hn : ∫ x in (0 : ℝ)..s, u x ^ 2 = 1)
    (a b A B : ℝ) :
    (A * u s + B * v s = a ∧ A * u' s + B * v' s = b) ↔
      (A = b * v s - a * v' s ∧ B = a * u' s - b * u s) := by
  have w := wronskian_boundary hs hu hv hn
  simp only [wronskian] at w
  -- Cramer's rule with determinant `-1`
  constructor
  · rintro ⟨h1, h2⟩
    constructor
    · linear_combination A * w + v s * h2 - v' s * h1
    · linear_combination B * w + u' s * h1 - u s * h2
  · rintro ⟨rfl, rfl⟩
    constructor
    · linear_combination (-a) * w
    · linear_combination (-b) * w

/-- Let `U` and `U'` be the boundary value and slope as functions of energy, equal to those
of `u` at `E` and with energy derivatives given by `v`. Where `u s ≠ 0`, the logarithmic
derivative `U' / U` has energy derivative `-∫ u² / u(s)²` at `E`. -/
theorem logDerivative_hasDerivAt (hs : 0 ≤ s)
    (hu : IsRadialSolution W E s (fun _ => 0) u u') (hv : IsRadialSolution W E s u v v')
    {U U' : ℝ → ℝ} (hU : HasDerivAt U (v s) E) (hU' : HasDerivAt U' (v' s) E)
    (h0 : U E = u s) (h0' : U' E = u' s) (hne : u s ≠ 0) :
    HasDerivAt (fun ε => U' ε / U ε) (-(∫ x in (0 : ℝ)..s, u x ^ 2) / u s ^ 2) E := by
  have w := wronskian_eq_neg_integral hu hv (right_mem_Icc.2 hs)
  have h := hU'.fun_div hU (by rw [h0]; exact hne)
  refine h.congr_deriv ?_
  rw [h0, h0', ← w]
  simp only [wronskian]
  ring

/-- With `W = 0`, `E = 1` and radius `π/2`, the functions `a sin r` and `a r cos r / 2` with
`a = √(4/π)` solve the two radial equations, and the first is normalized. -/
theorem radial_pair_witness :
    IsRadialSolution (fun _ => 0) 1 (Real.pi / 2) (fun _ => 0)
      (fun r => Real.sqrt (4 / Real.pi) * Real.sin r)
      (fun r => Real.sqrt (4 / Real.pi) * Real.cos r) ∧
    IsRadialSolution (fun _ => 0) 1 (Real.pi / 2)
      (fun r => Real.sqrt (4 / Real.pi) * Real.sin r)
      (fun r => Real.sqrt (4 / Real.pi) * (r * Real.cos r / 2))
      (fun r => Real.sqrt (4 / Real.pi) * ((Real.cos r - r * Real.sin r) / 2)) ∧
    ∫ x in (0 : ℝ)..(Real.pi / 2), (Real.sqrt (4 / Real.pi) * Real.sin x) ^ 2 = 1 := by
  have ha : Real.sqrt (4 / Real.pi) ^ 2 = 4 / Real.pi := Real.sq_sqrt (by positivity)
  generalize Real.sqrt (4 / Real.pi) = a at ha ⊢
  refine ⟨⟨by simp, by fun_prop, by fun_prop, ?_, ?_⟩,
    ⟨by simp, by fun_prop, by fun_prop, ?_, ?_⟩, ?_⟩
  · intro r _
    exact (Real.hasDerivAt_sin r).const_mul a
  · intro r _
    refine ((Real.hasDerivAt_cos r).const_mul a).congr_deriv ?_
    show a * -Real.sin r = (0 - 1) * (a * Real.sin r) - 0
    ring
  · intro r _
    refine ((((hasDerivAt_id' r).fun_mul (Real.hasDerivAt_cos r)).div_const 2).const_mul
      a).congr_deriv ?_
    ring
  · intro r _
    refine ((((Real.hasDerivAt_cos r).fun_sub ((hasDerivAt_id' r).fun_mul
      (Real.hasDerivAt_sin r))).div_const 2).const_mul a).congr_deriv ?_
    show a * ((-Real.sin r - (1 * Real.sin r + r * Real.cos r)) / 2) =
      (0 - 1) * (a * (r * Real.cos r / 2)) - a * Real.sin r
    ring
  · -- the integral of `sin²` over a quarter period is `π/4`
    simp only [mul_pow]
    rw [intervalIntegral.integral_const_mul, integral_sin_sq, ha]
    simp only [Real.sin_zero, Real.cos_pi_div_two, zero_mul, mul_zero, sub_zero, zero_add]
    have h : 4 / Real.pi * (Real.pi / 2 / 2) = Real.pi / Real.pi := by ring
    rw [h, div_self Real.pi_ne_zero]

end LinearMuffinTinOrbitals
```

```lean
#print axioms LinearMuffinTinOrbitals.wronskian_hasDerivAt
#print axioms LinearMuffinTinOrbitals.orthogonal_iff
#print axioms LinearMuffinTinOrbitals.augmentation_iff
#print axioms LinearMuffinTinOrbitals.logDerivative_hasDerivAt
```

```
'LinearMuffinTinOrbitals.wronskian_hasDerivAt' depends on axioms: [propext, Classical.choice, Quot.sound]
'LinearMuffinTinOrbitals.orthogonal_iff' depends on axioms: [propext, Classical.choice, Quot.sound]
'LinearMuffinTinOrbitals.augmentation_iff' depends on axioms: [propext, Classical.choice, Quot.sound]
'LinearMuffinTinOrbitals.logDerivative_hasDerivAt' depends on axioms: [propext, Classical.choice, Quot.sound]
```

## How the proof follows the calculation

`wronskian_hasDerivAt` applies the product rule to both terms of the Wronskian, and `ring` performs the cancellation that leaves −u².

`wronskian_eq_neg_integral` then uses the fundamental theorem of calculus in a form that needs continuity on [0, r], the derivative only on (0, r), and an integrable derivative. Continuity of u supplies the integrability, so W never has to be integrated. The value at the origin is `h0`, and `linarith` rearranges the result. `wronskian_boundary` sets r = s and inserts the normalization.

`add_multiple` checks the conditions on v + cu one by one and then the algebraic identity for the Wronskian. `orthogonal_iff` splits the overlap integral, using continuity for the integrability of each part.

In `augmentation_iff`, the `linear_combination` steps are the eliminations above, with `w` providing the determinant −1; the converse substitutes A and B back into the two conditions. `logDerivative_hasDerivAt` is the quotient rule followed by the integral identity at s.

`radial_pair_witness` differentiates the explicit sine and cosine expressions and evaluates the integral of sin², confirming that the hypotheses, normalization included, are met by an actual pair.
